# Free Langevin velocities under a stable Euler–Maruyama step settle above their positive target temperature

Let $v$ be one velocity component of a particle that feels friction and thermal noise but no other force. Its Langevin equation is $dv = -g v\,dt + \sqrt{2gT}\,dW$, where $g$ is the friction rate (often written $\gamma$), $T$ is the target temperature and $W$ is a Wiener process. Mass and Boltzmann's constant are one, so the equilibrium variance of $v$ is $T$. The question is which variance a simulation with finite time step $h$ reaches instead.

```lean
import Mathlib

open MeasureTheory ProbabilityTheory Filter Topology

namespace EulerMaruyamaLangevin

noncomputable section

variable {Ω : Type*} [MeasurableSpace Ω]
```

The Euler–Maruyama step with noises $\xi_n$ is

$$v_{n+1} = (1-gh)\,v_n + \sqrt{2ghT}\,\xi_n .$$

In Lean, `velocity g h T v₀ ξ n` is $v_n$, a real random variable on the sample space `Ω`.

```lean
/-- The Euler-Maruyama trajectory of a Langevin velocity with friction `g`, time step `h` and
target temperature `T`, in units where the mass and Boltzmann's constant are one. -/
def velocity (g h T : ℝ) (v₀ : Ω → ℝ) (ξ : ℕ → Ω → ℝ) : ℕ → Ω → ℝ
  | 0 => v₀
  | n + 1 => (1 - g * h) • velocity g h T v₀ ξ n + √(2 * g * h * T) • ξ n
```

The conditions on the start and the noise are collected in one structure, where `MemLp _ 2 P` means a finite second moment under the measure `P`. The name `IsWhiteNoise` is used broadly: the noises need not be Gaussian, independent or of zero mean.

```lean
/-- The initial velocity and the noises are square-integrable, the noises have unit variance,
and they are uncorrelated with each other and with the initial velocity. -/
structure IsWhiteNoise (P : Measure Ω) (v₀ : Ω → ℝ) (ξ : ℕ → Ω → ℝ) : Prop where
  start_memLp : MemLp v₀ 2 P
  noise_memLp : ∀ n, MemLp (ξ n) 2 P
  noise_var : ∀ n, Var[ξ n; P] = 1
  start_noise : ∀ n, cov[v₀, ξ n; P] = 0
  noise_noise : ∀ m n, m ≠ n → cov[ξ m, ξ n; P] = 0
```

The candidate for the long-time variance also gets a name.

```lean
/-- The temperature `T / (1 - g h / 2)`. At `g h = 2` Lean's division by zero gives the value zero.
-/
def stationaryTemperature (g h T : ℝ) : ℝ := T / (1 - g * h / 2)
```

Independent standard Gaussians satisfy all the conditions on the noise. In the proof, each coordinate of the infinite product has the standard Gaussian law, which gives the second moments and the unit variance, and independence of distinct coordinates makes their covariances vanish.

```lean
/-- The coordinates of an infinite product of standard Gaussians supply an initial velocity
(coordinate zero) and white noise (the remaining coordinates). -/
theorem isWhiteNoise_witness :
    IsWhiteNoise (Measure.infinitePi (fun _ : ℕ => gaussianReal 0 1))
      (fun ω => ω 0) (fun n ω => ω (n + 1)) := by
  have hmp (n : ℕ) : MeasurePreserving (fun ω : ℕ → ℝ => ω n)
      (Measure.infinitePi (fun _ : ℕ => gaussianReal 0 1)) (gaussianReal 0 1) :=
    measurePreserving_eval_infinitePi _ n
  have hL (n : ℕ) : MemLp (fun ω : ℕ → ℝ => ω n) 2
      (Measure.infinitePi (fun _ : ℕ => gaussianReal 0 1)) :=
    (memLp_id_gaussianReal' 2 (by norm_num)).comp_measurePreserving (hmp n)
  -- distinct coordinates are independent, hence uncorrelated
  have hind : iIndepFun (fun (n : ℕ) (ω : ℕ → ℝ) => ω n)
      (Measure.infinitePi (fun _ : ℕ => gaussianReal 0 1)) :=
    iIndepFun_infinitePi (X := fun _ x => x) (fun _ => measurable_id)
  refine ⟨hL 0, fun n => hL (n + 1), fun n => ?_, fun n => ?_, fun m n hmn => ?_⟩
  · rw [← variance_id_map (hmp (n + 1)).measurable.aemeasurable, (hmp (n + 1)).map_eq,
      variance_id_gaussianReal]
    simp
  · exact (hind.indepFun (by omega)).covariance_eq_zero (hL 0) (hL (n + 1))
  · exact (hind.indepFun (by omega)).covariance_eq_zero (hL (m + 1)) (hL (n + 1))
```

## Finite second moments

Physically, the initial mean kinetic energy is finite, and each random kick has a finite mean square. By hand, $v_{n+1}$ is a linear combination of $v_n$ and $\xi_n$, so it inherits a finite second moment. The Lean induction does the same with `const_smul` and `add`.

```lean
variable {P : Measure Ω} {v₀ : Ω → ℝ} {ξ : ℕ → Ω → ℝ}

/-- Driven by white noise, the velocity has a finite second moment at every step. -/
theorem velocity_memLp (N : IsWhiteNoise P v₀ ξ) (g h T : ℝ) (n : ℕ) :
    MemLp (velocity g h T v₀ ξ n) 2 P := by
  induction n with
  | zero => exact N.start_memLp
  | succ n ih => exact (ih.const_smul _).add ((N.noise_memLp n).const_smul _)
```

A Cauchy-distributed start has an infinite second moment. Unless $gh=1$, so has every later velocity, and there is no finite variance to follow, although for $0<gh<2$ the contribution of the start to the velocity itself still dies out.

## Noise that is uncorrelated with the past

Each kick from the bath is assumed uncorrelated with earlier kicks and with the start, which is weaker than independence. For $m \ge n+1$,

$$\operatorname{Cov}(v_{n+1},\xi_m) = (1-gh)\operatorname{Cov}(v_n,\xi_m) + \sqrt{2ghT}\,\operatorname{Cov}(\xi_n,\xi_m) = 0 .$$

The first term vanishes by induction, the second because $n \neq m$. The base case is the assumption `start_noise`. The proof expands the covariance by linearity and inserts these two zeros.

```lean
/-- Driven by white noise, the current velocity is uncorrelated with the present and all
future noises. -/
theorem velocity_uncorrelated [IsProbabilityMeasure P] (N : IsWhiteNoise P v₀ ξ)
    (g h T : ℝ) (n : ℕ) : ∀ m, n ≤ m → cov[velocity g h T v₀ ξ n, ξ m; P] = 0 := by
  induction n with
  | zero => exact fun m _ => N.start_noise m
  | succ n ih =>
    intro m hm
    rw [velocity, covariance_add_left ((velocity_memLp N g h T n).const_smul _)
      ((N.noise_memLp n).const_smul _) (N.noise_memLp m), covariance_smul_left,
      covariance_smul_left, ih m (by omega), N.noise_noise n m (by omega)]
    simp
```

If the same kick $\xi$, with zero mean and unit variance, were used at every step, with $0<gh<2$ and $T>0$, the velocity would approach $\sqrt{2ghT}\,\xi/(gh)$. Its variance is $2T/(gh)$, which differs from $T/(1-gh/2)$ unless $gh=1$.

## Unit noise variance and $ghT \ge 0$

Unit variance fixes the strength of the heating, and $ghT\ge 0$ makes the noise amplitude real. With $s_n = \operatorname{Var}(v_n)$,

$$s_{n+1} = (1-gh)^2 s_n + 2(1-gh)\sqrt{2ghT}\,\operatorname{Cov}(v_n,\xi_n) + 2ghT\operatorname{Var}(\xi_n) = (1-gh)^2 s_n + 2ghT .$$

Lean expands with `variance_add`, removes the cross term with `velocity_uncorrelated`, and uses the sign condition in `Real.sq_sqrt` to square the root.

```lean
/-- For white noise and `g h T ≥ 0`, one step damps the velocity variance by `(1 - g h)²` and
adds `2 g h T`. -/
theorem variance_step [IsProbabilityMeasure P] (N : IsWhiteNoise P v₀ ξ)
    {g h T : ℝ} (hT : 0 ≤ g * h * T) (n : ℕ) :
    Var[velocity g h T v₀ ξ (n + 1); P] =
      (1 - g * h) ^ 2 * Var[velocity g h T v₀ ξ n; P] + 2 * g * h * T := by
  have hnn : 0 ≤ 2 * g * h * T := by linarith
  -- the cross term vanishes because the noise is fresh
  rw [velocity, variance_add ((velocity_memLp N g h T n).const_smul _)
    ((N.noise_memLp n).const_smul _), variance_smul, variance_smul, covariance_smul_left,
    covariance_smul_right, velocity_uncorrelated N g h T n n le_rfl, N.noise_var,
    Real.sq_sqrt hnn]
  ring
```

Noise of variance $c$ would replace $T$ by $cT$ throughout. For $ghT<0$ Lean's real square root returns zero, and the recurrence fails.

## A fixed point exists when $gh \neq 2$

A stationary variance $s_*$ balances damping against heating. Setting $s_{n+1}=s_n=s_*$ gives

$$\bigl(1-(1-gh)^2\bigr)s_* = 2ghT, \qquad 1-(1-gh)^2 = 2gh\,(1-gh/2),$$

so $s_* = T/(1-gh/2)$ satisfies the balance. Subtracting it from the recurrence leaves

$$s_{n+1}-s_* = (1-gh)^2 (s_n-s_*), \qquad s_n - s_* = (1-gh)^{2n}(s_0-s_*) .$$

The theorem holds for any real sequence obeying the recurrence. Its proof clears the denominator in `key`, which is where $gh\neq2$ enters, and combines that identity with the induction hypothesis.

```lean
/-- For `g h ≠ 2`, any solution of the variance recurrence deviates from the stationary
temperature by its initial deviation times `(1 - g h)²` to the power `n`. -/
theorem recurrence_solution {g h T : ℝ} (hgh : g * h ≠ 2) (s : ℕ → ℝ)
    (hs : ∀ n, s (n + 1) = (1 - g * h) ^ 2 * s n + 2 * g * h * T) (n : ℕ) :
    s n - stationaryTemperature g h T =
      ((1 - g * h) ^ 2) ^ n * (s 0 - stationaryTemperature g h T) := by
  have hne : 1 - g * h / 2 ≠ 0 := fun h0 => hgh (by linarith)
  have key : stationaryTemperature g h T * (1 - g * h / 2) = T := div_mul_cancel₀ _ hne
  induction n with
  | zero => simp
  | succ n ih =>
    rw [hs, pow_succ]
    linear_combination (1 - g * h) ^ 2 * ih - 2 * (g * h) * key
```

At $gh=2$ the recurrence reads $s_{n+1}=s_n+4T$, which has no fixed point for $T\neq0$. For $gh>2$ and $T>0$ the fixed point is negative, so it solves the recurrence but is not the variance or temperature of any velocity.

## Positive damping, $gh<2$ and $T>0$

These conditions describe a thermostat that dissipates energy, a step short enough for stability, and a bath that supplies heat. Since $1-(1-gh)^2 = gh(2-gh) > 0$, the factor $(1-gh)^2$ lies in $[0,1)$. The initial deviation therefore dies out and $s_n \to s_*$. Also $0 < 1-gh/2 < 1$, so dividing the positive number $T$ by it gives something larger than $T$.

The Lean statement joins the limit (`Tendsto`) and the strict inequality. In the proof, `hq` is the bound on the factor, `lim` is the limit of the explicit solution, and the last two lines multiply out the inequality.

```lean
/-- For white noise, `0 < g h < 2` and `T > 0`, the velocity variance converges from any
square-integrable start uncorrelated with the noise to `T / (1 - g h / 2)`, which is strictly above
`T`. -/
theorem variance_tendsto [IsProbabilityMeasure P] (N : IsWhiteNoise P v₀ ξ)
    {g h T : ℝ} (h0 : 0 < g * h) (h2 : g * h < 2) (hT : 0 < T) :
    Tendsto (fun n => Var[velocity g h T v₀ ξ n; P]) atTop (𝓝 (T / (1 - g * h / 2))) ∧
      T < T / (1 - g * h / 2) := by
  constructor
  · have sol : ∀ n, Var[velocity g h T v₀ ξ n; P] - stationaryTemperature g h T =
        ((1 - g * h) ^ 2) ^ n *
          (Var[velocity g h T v₀ ξ 0; P] - stationaryTemperature g h T) :=
      recurrence_solution h2.ne (fun n => Var[velocity g h T v₀ ξ n; P])
        (variance_step N (mul_pos h0 hT).le)
    -- the initial deviation is forgotten geometrically
    have hq : (1 - g * h) ^ 2 < 1 := by nlinarith [mul_pos h0 (sub_pos.2 h2)]
    have lim := ((tendsto_pow_atTop_nhds_zero_of_lt_one (sq_nonneg (1 - g * h)) hq).mul_const
      (Var[velocity g h T v₀ ξ 0; P] - stationaryTemperature g h T)).add_const
      (stationaryTemperature g h T)
    rw [zero_mul, zero_add] at lim
    exact lim.congr fun n => by linear_combination -(sol n)
  · rw [lt_div_iff₀ (by linarith)]
    nlinarith [mul_pos hT h0]
```

At $gh=0$ the variance never changes, so it keeps its starting value. At $T=0$ the limit is zero and the strict inequality fails.

Reading the variance as a kinetic temperature takes one further assumption, for which zero-mean noise is enough. The mean velocity then decays, and the mean square velocity has the same limit as the variance. For this force-free model, the result means that a simulation with the Euler–Maruyama step settles above the target temperature, and longer equilibration does not remove the excess.

## The excess at small time steps

By hand,

$$s_* - T = T\,\frac{gh/2}{1-gh/2} = \frac{T\,gh}{2-gh} .$$

The proof clears both denominators.

```lean
/-- For `g h ≠ 2`, the stationary temperature differs from the target by
`T g h / (2 - g h)`. -/
theorem temperature_excess {g h T : ℝ} (hgh : g * h ≠ 2) :
    stationaryTemperature g h T - T = T * (g * h) / (2 - g * h) := by
  have hne : 1 - g * h / 2 ≠ 0 := fun h0 => hgh (by linarith)
  have key : stationaryTemperature g h T * (1 - g * h / 2) = T := div_mul_cancel₀ _ hne
  rw [eq_div_iff (sub_ne_zero.2 hgh.symm)]
  linear_combination 2 * key
```

As $h\to0$ at fixed $g$ and $T$, the excess vanishes like $Tgh/2$. At $gh=0.1$ it is about 5% of $T$.

## Heating without bound for $gh \ge 2$

When the upper bound on $gh$ is violated, each step overshoots so far that damping no longer reduces the variance. Then $(1-gh)^2\ge1$ and $2ghT\ge4T$, so

$$s_{n+1} \ge s_n + 4T, \qquad s_n \ge 4nT .$$

In Lean, `hgrow` and `hheat` are the two estimates, `bound` is the linear lower bound, and comparison with it gives divergence.

```lean
/-- For white noise, `g h ≥ 2` and `T > 0`, the velocity variance grows without bound. -/
theorem variance_diverges [IsProbabilityMeasure P] (N : IsWhiteNoise P v₀ ξ)
    {g h T : ℝ} (h2 : 2 ≤ g * h) (hT : 0 < T) :
    Tendsto (fun n => Var[velocity g h T v₀ ξ n; P]) atTop atTop := by
  -- each step adds at least 4 T
  have bound : ∀ n : ℕ, (n : ℝ) * (4 * T) ≤ Var[velocity g h T v₀ ξ n; P] := by
    intro n
    induction n with
    | zero => simp
    | succ n ih =>
      have hstep := variance_step N (mul_nonneg (by linarith : 0 ≤ g * h) hT.le) n
      have hgrow : Var[velocity g h T v₀ ξ n; P] ≤
          (1 - g * h) ^ 2 * Var[velocity g h T v₀ ξ n; P] :=
        le_mul_of_one_le_left (variance_nonneg _ _) (by nlinarith)
      have hheat := mul_le_mul_of_nonneg_right h2 hT.le
      push_cast
      linarith
  exact tendsto_atTop_mono bound
    (tendsto_natCast_atTop_atTop.atTop_mul_const (by linarith : 0 < 4 * T))

end

end EulerMaruyamaLangevin
```

```lean
#print axioms EulerMaruyamaLangevin.variance_tendsto
#print axioms EulerMaruyamaLangevin.temperature_excess
#print axioms EulerMaruyamaLangevin.variance_diverges
```

```
'EulerMaruyamaLangevin.variance_tendsto' depends on axioms: [propext, Classical.choice, Quot.sound]
'EulerMaruyamaLangevin.temperature_excess' depends on axioms: [propext, Classical.choice, Quot.sound]
'EulerMaruyamaLangevin.variance_diverges' depends on axioms: [propext, Classical.choice, Quot.sound]
```
